# The determinant of Gaussian propagators for two free particles has the sign of the inner product of their relative vectors

Two free particles have configurations `x` and `y` on successive imaginary-time slices, with positions in a real inner product space. Their link matrix has the unnormalised Gaussian propagators exp(−‖xᵢ − yⱼ‖²/c) as entries, with c > 0. The theorem `sign_det_linkMatrix` says that its determinant is positive, zero or negative exactly as the inner product of the relative vectors x₀ − x₁ and y₀ − y₁ is. The attempt uses `det_linkMatrix` to write the determinant as a positive exponential times 1 − exp(−2s/c), where s is that inner product, then drops the positive factor and treats s < 0, s = 0 and s > 0 separately.

In Lean, a first try:

```lean
import Mathlib

open scoped Real InnerProductSpace

namespace SignDetLinkMatrix

noncomputable section

variable {E : Type*} [NormedAddCommGroup E] [InnerProductSpace ℝ E]

/-- The relative vector of a two-particle configuration. -/
def relVec (x : Fin 2 → E) : E := x 0 - x 1

/-- The matrix of free-particle Gaussian propagators between two successive time slices,
without normalisation, for a width parameter `c > 0`. -/
def linkMatrix (c : ℝ) (x y : Fin 2 → E) : Matrix (Fin 2) (Fin 2) ℝ :=
  Matrix.of fun i j => Real.exp (-‖x i - y j‖ ^ 2 / c)

/-- The link determinant is the Gaussian weight of the direct term times a factor that depends on
the configurations only through the inner product of their relative vectors. -/
theorem det_linkMatrix (c : ℝ) (x y : Fin 2 → E) :
    (linkMatrix c x y).det =
      Real.exp (-(‖x 0 - y 0‖ ^ 2 + ‖x 1 - y 1‖ ^ 2) / c) *
        (1 - Real.exp (-2 * ⟪relVec x, relVec y⟫_ℝ / c)) := by
  -- the exchange term costs twice the inner product of the relative vectors
  have key : ‖x 0 - y 1‖ ^ 2 + ‖x 1 - y 0‖ ^ 2 =
      ‖x 0 - y 0‖ ^ 2 + ‖x 1 - y 1‖ ^ 2 + 2 * ⟪relVec x, relVec y⟫_ℝ := by
    simp only [relVec, norm_sub_sq_real, inner_sub_left, inner_sub_right]
    ring
  rw [Matrix.det_fin_two]
  simp only [linkMatrix, Matrix.of_apply]
  rw [mul_sub, mul_one, ← Real.exp_add, ← Real.exp_add, ← Real.exp_add]
  congr 2
  · ring
  · linear_combination (-1 / c) * key

/-- For `c > 0` the link determinant of two particles has the sign of the inner product of
the relative vectors on the two time slices. -/
theorem sign_det_linkMatrix {c : ℝ} (hc : 0 < c) (x y : Fin 2 → E) :
    SignType.sign (linkMatrix c x y).det = SignType.sign ⟪relVec x, relVec y⟫_ℝ := by
  rw [det_linkMatrix, sign_mul, sign_pos (Real.exp_pos _), one_mul]
  rcases lt_trichotomy ⟪relVec x, relVec y⟫_ℝ 0 with h | h | h
  · have h1 : 0 < -2 * ⟪relVec x, relVec y⟫_ℝ / c := div_pos (by linarith) hc
    have h2 := Real.one_lt_exp_iff.2 h1
    rw [sign_neg h, sign_neg (sub_neg.2 h2)]
  · rw [h]
    simp
  · have h1 : -2 * ⟪relVec x, relVec y⟫_ℝ / c < 0 :=
      div_neg_of_neg_of_pos (by linarith) hc
    have h2 := Real.exp_lt_one h1
    rw [sign_pos h, sign_pos (sub_pos.2 h2)]

end

end SignDetLinkMatrix
```

Messages:

```
Main.lean:50:15: error(lean.unknownIdentifier): Unknown constant `Real.exp_lt_one`
```

Lean accepts the file once it reads:

```diff
@@ -48,5 +48,5 @@
   · have h1 : -2 * ⟪relVec x, relVec y⟫_ℝ / c < 0 :=
       div_neg_of_neg_of_pos (by linarith) hc
-    have h2 := Real.exp_lt_one h1
+    have h2 := Real.exp_lt_one_iff.2 h1
     rw [sign_pos h, sign_pos (sub_pos.2 h2)]
 
```

Diagnosis. The only error is in the case s > 0. The proof has already shown in `h1` that the exponent −2s/c is negative, and it needs exp(−2s/c) < 1 to conclude that the remaining factor is positive. It asks for this from `Real.exp_lt_one`, but Lean reports an unknown constant: no declaration of that name is available in the Mathlib being imported. The fault is in the name, and the inequality itself is true.

The repair uses `Real.exp_lt_one_iff`, which states that exp x < 1 if and only if x < 0. Its right-to-left direction, selected by `.2`, turns `h1` into the required bound `h2`. Then `sub_pos.2 h2` gives 0 < 1 − exp(−2s/c), as the final rewrite needs.
